# Under the Gaussian weight, $x^2$ couples Hermite polynomials only when their degrees are equal or differ by two

For the physicists' Hermite polynomials $H_n$ and every $n\ge 0$,

$$x^2H_{n+2}=\tfrac14H_{n+4}+\left(n+\tfrac52\right)H_{n+2}+(n+2)(n+1)H_n .$$

Together with the expansions of $x^2H_0$ and $x^2H_1$, and with the orthogonality and norms of the $H_n$ under the weight $e^{-x^2}$, this gives all matrix elements of $x^2$ between them. For a one-dimensional harmonic oscillator, once the states are normalised, they are proportional to the matrix elements of the potential energy added by a change of force constant.

```lean
import Mathlib

open Polynomial MeasureTheory

namespace HermitePositionSquared

noncomputable section
```

This loads Mathlib, Lean's mathematics library, and makes the notation `ℚ[X]` available for polynomials with rational coefficients.

```lean
/-- The physicists' Hermite polynomials over the rationals, defined by their three-term
recurrence. -/
def hermiteH : ℕ → ℚ[X]
  | 0 => 1
  | 1 => 2 * X
  | n + 2 => 2 * X * hermiteH (n + 1) - 2 * ((n : ℚ[X]) + 1) * hermiteH n
```

The definition is $H_0=1$, $H_1=2x$, $H_{n+2}=2xH_{n+1}-2(n+1)H_n$. The coordinate $x$ is dimensionless, in units of $\sqrt{\hbar/(M\omega)}$ for an oscillator of mass $M$ and angular frequency $\omega$.

```lean
/-- The moments of the normalised Gaussian weight, defined by their recurrence. -/
def gaussMoment : ℕ → ℚ
  | 0 => 1
  | 1 => 0
  | n + 2 => ((n : ℚ) + 1) / 2 * gaussMoment n
```

The moments are $\mu_0=1$, $\mu_1=0$, $\mu_{n+2}=\frac{n+1}{2}\mu_n$.

```lean
/-- The Gaussian mean of a polynomial, obtained by replacing each power of the coordinate
by its moment. -/
def gaussMean : ℚ[X] →ₗ[ℚ] ℚ :=
  Polynomial.lsum fun n => gaussMoment n • (LinearMap.id : ℚ →ₗ[ℚ] ℚ)
```

`gaussMean`, written $\langle p\rangle$ below, replaces each $x^n$ in $p$ by $\mu_n$. The arrow `→ₗ[ℚ]` says that it is linear.

```lean
lemma hermiteH_rec (n : ℕ) : hermiteH (n + 2) =
    2 * X * hermiteH (n + 1) - 2 * ((n : ℚ[X]) + 1) * hermiteH n := by
  rw [hermiteH]

lemma eval_rec (n : ℕ) (r : ℚ) : (hermiteH (n + 2)).eval r =
    2 * r * (hermiteH (n + 1)).eval r - 2 * ((n : ℚ) + 1) * (hermiteH n).eval r := by
  rw [hermiteH_rec]
  simp
```

These lemmas restate the recurrence, first for polynomials and then for their values at a rational point $r$.

## Expanding $x^2H_n$

```lean
/-- The square of the coordinate takes the Hermite polynomial of degree n + 2 to a combination
of those of degrees n + 4, n + 2 and n. -/
theorem x_sq_mul_hermiteH (n : ℕ) : X ^ 2 * hermiteH (n + 2) =
    C (1 / 4) * hermiteH (n + 4) + C ((n : ℚ) + 5 / 2) * hermiteH (n + 2)
      + C (((n : ℚ) + 2) * (n + 1)) * hermiteH n := by
  refine Polynomial.funext fun r => ?_
  -- three consecutive instances of the recurrence, at the point r
  have a := eval_rec n r
  have b : (hermiteH (n + 3)).eval r = 2 * r * (hermiteH (n + 2)).eval r
      - 2 * (((n + 1 : ℕ) : ℚ) + 1) * (hermiteH (n + 1)).eval r := eval_rec (n + 1) r
  have c : (hermiteH (n + 4)).eval r = 2 * r * (hermiteH (n + 3)).eval r
      - 2 * (((n + 2 : ℕ) : ℚ) + 1) * (hermiteH (n + 2)).eval r := eval_rec (n + 2) r
  push_cast at b c
  simp only [eval_add, eval_mul, eval_pow, eval_X, eval_C]
  linear_combination (-r / 2) * b - (1 / 4) * c - (((n : ℚ) + 2) / 2) * a
```

`C` turns a number into a constant polynomial. By hand, solve the recurrence for $xH_{n+1}=\frac12H_{n+2}+(n+1)H_n$ and apply it twice:

$$\begin{aligned}x^2H_{n+2}&=\tfrac12xH_{n+3}+(n+2)xH_{n+1}\\&=\tfrac14H_{n+4}+\tfrac{n+3}{2}H_{n+2}+\tfrac{n+2}{2}H_{n+2}+(n+2)(n+1)H_n.\end{aligned}$$

The middle terms add to $n+\frac52$. Lean compares values at each $r$; `linear_combination` adds the same three recurrences, `a`, `b` and `c`, with suitable factors.

```lean
/-- The expansion of the squared coordinate times a Hermite polynomial at every level; the
coefficient of the lowest term is zero for n = 0 and n = 1. -/
theorem x_sq_mul_hermiteH_all (n : ℕ) : X ^ 2 * hermiteH n =
    C (1 / 4) * hermiteH (n + 2) + C ((n : ℚ) + 1 / 2) * hermiteH n
      + C ((n : ℚ) * (n - 1)) * hermiteH (n - 2) := by
  rcases n with _ | _ | k
  · refine Polynomial.funext fun r => ?_
    simp [hermiteH]
    ring
  · refine Polynomial.funext fun r => ?_
    simp [hermiteH]
    ring
  · change X ^ 2 * hermiteH (k + 2) = C (1 / 4) * hermiteH (k + 4)
      + C (((k + 2 : ℕ) : ℚ) + 1 / 2) * hermiteH (k + 2)
      + C (((k + 2 : ℕ) : ℚ) * (((k + 2 : ℕ) : ℚ) - 1)) * hermiteH k
    have e1 : ((k + 2 : ℕ) : ℚ) + 1 / 2 = k + 5 / 2 := by push_cast; ring
    have e2 : ((k + 2 : ℕ) : ℚ) * (((k + 2 : ℕ) : ℚ) - 1) = ((k : ℚ) + 2) * (k + 1) := by
      push_cast; ring
    rw [e1, e2]
    exact x_sq_mul_hermiteH k
```

Relabelling gives $x^2H_n=\frac14H_{n+2}+(n+\frac12)H_n+n(n-1)H_{n-2}$. Levels 0 and 1 are checked directly. There Lean's `n - 2` is 0, but the coefficient vanishes.

## The mean as a real integral

```lean
lemma gaussMean_monomial (n : ℕ) (a : ℚ) :
    gaussMean (monomial n a) = a * gaussMoment n := by
  change (monomial n a).sum (fun k c => gaussMoment k • c) = _
  rw [sum_monomial_index _ _ (by simp), smul_eq_mul, mul_comm]
```

On a single term, $\langle ax^n\rangle=a\mu_n$.

```lean
lemma integrable_pow_gauss (n : ℕ) :
    Integrable fun x : ℝ => x ^ n * Real.exp (-x ^ 2) := by
  have h := integrable_rpow_mul_exp_neg_mul_sq (b := 1) one_pos (s := (n : ℝ))
    (by have := Nat.cast_nonneg (α := ℝ) n; linarith)
  simpa [Real.rpow_natCast] using h
```

Every $x^ne^{-x^2}$ is integrable over the real line.

```lean
lemma hasDerivAt_gauss (x : ℝ) : HasDerivAt (fun y : ℝ => Real.exp (-y ^ 2))
    (-2 * (x ^ 1 * Real.exp (-x ^ 2))) x :=
  ((hasDerivAt_pow 2 x).fun_neg.exp).congr_deriv (by
    rw [show (2 - 1 : ℕ) = 1 from rfl]; push_cast; ring)
```

`HasDerivAt` records $(e^{-x^2})'=-2xe^{-x^2}$.

```lean
/-- The integral of a power of x against exp(-x²) is the corresponding moment times √π. -/
theorem integral_pow_gauss : ∀ n : ℕ,
    ∫ x : ℝ, x ^ n * Real.exp (-x ^ 2) = (gaussMoment n : ℝ) * √Real.pi
  | 0 => by simpa [gaussMoment] using integral_gaussian 1
  | 1 => by
    have h : ∫ x : ℝ, -2 * (x ^ 1 * Real.exp (-x ^ 2)) = 0 :=
      integral_eq_zero_of_hasDerivAt_of_integrable hasDerivAt_gauss
        ((integrable_pow_gauss 1).const_mul _) (by simpa using integrable_pow_gauss 0)
    rw [integral_const_mul] at h
    rw [gaussMoment]
    push_cast
    linarith
  | n + 2 => by
    -- the integral of the derivative of x^(n+1) exp(-x²) vanishes
    have h : ∫ x : ℝ, (((n : ℝ) + 1) * (x ^ n * Real.exp (-x ^ 2))
        - 2 * (x ^ (n + 2) * Real.exp (-x ^ 2))) = 0 :=
      integral_eq_zero_of_hasDerivAt_of_integrable
        (fun x => ((hasDerivAt_pow (n + 1) x).fun_mul (hasDerivAt_gauss x)).congr_deriv (by
          rw [Nat.add_sub_cancel]; push_cast; ring))
        (((integrable_pow_gauss n).const_mul _).sub ((integrable_pow_gauss (n + 2)).const_mul _))
        (integrable_pow_gauss (n + 1))
    rw [integral_sub ((integrable_pow_gauss n).const_mul _)
      ((integrable_pow_gauss (n + 2)).const_mul _), integral_const_mul, integral_const_mul,
      integral_pow_gauss n] at h
    rw [gaussMoment]
    push_cast
    linear_combination (-1 / 2) * h
```

The claim is $\int x^ne^{-x^2}dx=\mu_n\sqrt\pi$. For $n=0$ it is the Gaussian integral; for $n=1$, integrate the derivative above. Otherwise the boundary terms vanish, so

$$0=\int(x^{n+1}e^{-x^2})'dx=(n+1)\int x^ne^{-x^2}dx-2\int x^{n+2}e^{-x^2}dx,$$

which is the moment recurrence.

```lean
/-- The integral of any rational polynomial against exp(-x²) is its Gaussian mean times √π. -/
theorem integral_eq_gaussMean (p : ℚ[X]) :
    ∫ x : ℝ, aeval x p * Real.exp (-x ^ 2) = (gaussMean p : ℝ) * √Real.pi := by
  suffices h : Integrable (fun x : ℝ => aeval x p * Real.exp (-x ^ 2)) ∧
      ∫ x : ℝ, aeval x p * Real.exp (-x ^ 2) = (gaussMean p : ℝ) * √Real.pi from h.2
  induction p using Polynomial.induction_on' with
  | add p q hp hq =>
    simp only [map_add, add_mul]
    refine ⟨hp.1.add hq.1, ?_⟩
    rw [integral_add hp.1 hq.1, hp.2, hq.2]
    push_cast
    ring
  | monomial n a =>
    have e : (fun x : ℝ => aeval x (monomial n a) * Real.exp (-x ^ 2))
        = fun x : ℝ => (a : ℝ) * (x ^ n * Real.exp (-x ^ 2)) := by
      funext x
      rw [aeval_monomial, eq_ratCast, mul_assoc]
    rw [e]
    refine ⟨(integrable_pow_gauss n).const_mul _, ?_⟩
    rw [integral_const_mul, integral_pow_gauss, gaussMean_monomial]
    push_cast
    ring
```

Linearity extends this to $\int p(x)e^{-x^2}dx=\langle p\rangle\sqrt\pi$ for every rational polynomial $p$; `aeval x p` is its value at real $x$. The induction treats sums and single terms.

## Orthogonality by moving derivatives

```lean
/-- The derivative of a Hermite polynomial is proportional to the one a level below. -/
theorem derivative_hermiteH : ∀ n : ℕ,
    derivative (hermiteH (n + 1)) = 2 * ((n : ℚ[X]) + 1) * hermiteH n
  | 0 => by simp [hermiteH]
  | 1 => by
    refine Polynomial.funext fun r => ?_
    simp [hermiteH]
    ring
  | n + 2 => by
    have h1 : derivative (hermiteH (n + 2)) = 2 * (((n + 1 : ℕ) : ℚ[X]) + 1) * hermiteH (n + 1) :=
      derivative_hermiteH (n + 1)
    have h0 := derivative_hermiteH n
    have hr := hermiteH_rec n
    change derivative (hermiteH (n + 1 + 2)) = _
    rw [hermiteH_rec (n + 1)]
    change derivative (2 * X * hermiteH (n + 2) - _) = _
    simp only [derivative_sub, derivative_mul, derivative_X, derivative_ofNat,
      derivative_natCast, derivative_add, derivative_one, h1, h0]
    push_cast
    linear_combination (-2 * ((n : ℚ[X]) + 2)) * hr
```

The rule is $H_{n+1}'=2(n+1)H_n$. The first two cases are direct. For the next, differentiate the recurrence for $H_{n+3}$ and use the two earlier cases:

$$\begin{aligned}H_{n+3}'&=2H_{n+2}+2(n+2)\left[2xH_{n+1}-2(n+1)H_n\right]\\&=2(n+3)H_{n+2}.\end{aligned}$$

```lean
/-- Integration by parts: the mean of a derivative is twice the mean of the polynomial
multiplied by the coordinate. -/
theorem gaussMean_derivative (p : ℚ[X]) :
    gaussMean (derivative p) = 2 * gaussMean (X * p) := by
  induction p using Polynomial.induction_on' with
  | add p q hp hq => rw [derivative_add, mul_add, map_add, map_add, hp, hq]; ring
  | monomial n a =>
    rw [derivative_monomial, X_mul_monomial, gaussMean_monomial, gaussMean_monomial]
    rcases n with _ | n
    · simp [gaussMoment]
    · rw [Nat.add_sub_cancel, gaussMoment]
      push_cast
      ring
```

Integration by parts reads $\langle p'\rangle=2\langle xp\rangle$. For $p=x^n$ with $n\ge1$ it is $n\mu_{n-1}=2\mu_{n+1}$; for $n=0$ both sides vanish.

```lean
lemma gaussMean_succ (n : ℕ) (q : ℚ[X]) :
    gaussMean (hermiteH (n + 1) * q) = gaussMean (hermiteH n * derivative q) := by
  have hup : hermiteH (n + 1) = 2 * X * hermiteH n - derivative (hermiteH n) := by
    rcases n with _ | n
    · simp [hermiteH]
    · rw [derivative_hermiteH]
      exact hermiteH_rec n
  have h := gaussMean_derivative (hermiteH n * q)
  rw [derivative_mul, map_add] at h
  have e : hermiteH (n + 1) * q
      = (2 : ℚ) • (X * (hermiteH n * q)) - derivative (hermiteH n) * q := by
    rw [hup, smul_eq_C_mul, map_ofNat]
    ring
  rw [e, map_sub, map_smul, smul_eq_mul]
  linarith
```

The derivative rule turns the recurrence into $H_{n+1}=2xH_n-H_n'$. Since $2\langle xH_nq\rangle=\langle H_n'q\rangle+\langle H_nq'\rangle$, we get $\langle H_{n+1}q\rangle=\langle H_nq'\rangle$ for any polynomial $q$.

```lean
/-- Hermite polynomials of different degree are orthogonal under the Gaussian mean, and the
mean square of the n-th one is 2^n n!. -/
theorem gaussMean_orthogonal : ∀ m n : ℕ, gaussMean (hermiteH m * hermiteH n) =
    if m = n then 2 ^ n * (n.factorial : ℚ) else 0
  | 0, 0 => by
    have h := gaussMean_monomial 0 1
    rw [monomial_zero_left, map_one] at h
    simp [hermiteH, h, gaussMoment]
  | m + 1, 0 => by
    rw [gaussMean_succ]
    simp [hermiteH]
  | 0, n + 1 => by
    rw [mul_comm, gaussMean_succ]
    simp [hermiteH]
  | m + 1, n + 1 => by
    have e : hermiteH m * (2 * ((n : ℚ[X]) + 1) * hermiteH n)
        = (2 * ((n : ℚ) + 1)) • (hermiteH m * hermiteH n) := by
      simp only [smul_eq_C_mul, map_mul, map_add, map_ofNat, map_natCast, map_one]
      ring
    rw [gaussMean_succ, derivative_hermiteH, e, map_smul, smul_eq_mul, gaussMean_orthogonal m n]
    by_cases h : m = n
    · rw [if_pos h, if_pos (by omega), Nat.factorial_succ]
      push_cast
      ring
    · rw [if_neg h, if_neg (by omega), mul_zero]
```

Taking $q=H_{n+1}$ gives $\langle H_{m+1}H_{n+1}\rangle=2(n+1)\langle H_mH_n\rangle$. Both indices fall together until one is zero. If only one is zero, the derivative of $H_0$ gives zero; if both are, $\langle1\rangle=1$. Hence $\langle H_mH_n\rangle=2^nn!\,\delta_{mn}$.

## The matrix elements of $x^2$

```lean
/-- The matrix elements of the squared coordinate between unnormalised Hermite polynomials:
only equal levels and levels differing by two are coupled. -/
theorem x_sq_matrix_element (m n : ℕ) :
    gaussMean (hermiteH m * (X ^ 2 * hermiteH n)) =
      if m = n then ((n : ℚ) + 1 / 2) * (2 ^ n * (n.factorial : ℚ))
      else if m = n + 2 then 2 ^ n * ((n + 2).factorial : ℚ)
      else if n = m + 2 then 2 ^ m * ((m + 2).factorial : ℚ)
      else 0 := by
  have e : hermiteH m * (X ^ 2 * hermiteH n) = (1 / 4 : ℚ) • (hermiteH m * hermiteH (n + 2))
      + ((n : ℚ) + 1 / 2) • (hermiteH m * hermiteH n)
      + ((n : ℚ) * (n - 1)) • (hermiteH m * hermiteH (n - 2)) := by
    rw [x_sq_mul_hermiteH_all]
    simp only [smul_eq_C_mul]
    ring
  -- the downward coupling, which is absent for the two lowest levels
  have t : (n : ℚ) * (n - 1) * (if m = n - 2 then 2 ^ (n - 2) * ((n - 2).factorial : ℚ) else 0)
      = if n = m + 2 then 2 ^ m * ((m + 2).factorial : ℚ) else 0 := by
    rcases n with _ | _ | k
    · rw [if_neg (by omega : ¬ (0 = m + 2))]
      simp
    · rw [if_neg (by omega : ¬ (0 + 1 = m + 2))]
      simp
    · rw [show k + 1 + 1 - 2 = k by omega]
      by_cases h : m = k
      · subst h
        rw [if_pos rfl, if_pos rfl, Nat.factorial_succ, Nat.factorial_succ]
        push_cast
        ring
      · rw [if_neg h, if_neg (by omega), mul_zero]
  rw [e]
  simp only [map_add, map_smul, smul_eq_mul, gaussMean_orthogonal]
  rw [t]
  split_ifs <;> first | (exfalso; omega) | ring

end

end HermitePositionSquared
```

Insert the expansion into $\langle H_mx^2H_n\rangle$; orthogonality leaves at most one term:

- $m=n$: $(n+\frac12)2^nn!$.
- $m=n+2$: $\frac14\,2^{n+2}(n+2)!=2^n(n+2)!$.
- $n=m+2$: $(m+2)(m+1)2^mm!=2^m(m+2)!$.
- Otherwise: zero.

In the proof, `e` is the expansion and `t` handles the downward term; `split_ifs` then separates the cases.

Dividing by $\sqrt{2^mm!\,2^nn!}$ gives the values for normalised states: $n+\frac12$ on the diagonal and $\frac12\sqrt{(n+1)(n+2)}$ between $n$ and $n+2$. The file contains no Hamiltonian; that $H_ne^{-x^2/2}$ are the oscillator's eigenfunctions is physics brought to the theorem.

```lean
#print axioms HermitePositionSquared.integral_eq_gaussMean
#print axioms HermitePositionSquared.gaussMean_orthogonal
#print axioms HermitePositionSquared.x_sq_matrix_element
```

```
'HermitePositionSquared.integral_eq_gaussMean' depends on axioms: [propext, Classical.choice, Quot.sound]
'HermitePositionSquared.gaussMean_orthogonal' depends on axioms: [propext, Classical.choice, Quot.sound]
'HermitePositionSquared.x_sq_matrix_element' depends on axioms: [propext, Classical.choice, Quot.sound]
```
